# Clausius bounds on the entropy change between two Gibbs states of a finite spectrum

A paramagnetic sample in a constant magnetic field is in equilibrium with a bath at inverse temperature $b_1$. It is then moved to a second bath, at $b_2$, and left until it has settled again. Its mean energy has gone from $U_1$ to $U_2$ and its entropy from $S_1$ to $S_2$. For a tiny temperature step the two changes are tied together by $dS = b\,dU$. For a finite step $b$ itself changes, and one may ask what the energy difference still says about the entropy difference. For a system with finitely many fixed levels the answer is

$$b_2\,(U_2-U_1)\;\le\; S_2-S_1\;\le\; b_1\,(U_2-U_1).$$

Here $b = 1/(k_B T)$ and entropy is measured in units of $k_B$. The left inequality has a familiar reading. The second bath supplies the energy $U_2-U_1$, so its own entropy changes by $-b_2(U_2-U_1)$, and the total entropy of sample and bath does not decrease. The right inequality says the same of the return journey. Clausius's inequality in thermodynamics concerns heat exchanged in arbitrary processes, whereas the theorem below compares two equilibrium states and contains neither a bath nor a process.

## Levels, weights, energy and entropy

```lean
import Mathlib

open Finset

namespace ClausiusSandwich

noncomputable section

variable {ι : Type*} [Fintype ι]
```

The type `ι` is the set of labels of the levels, and `Fintype ι` says that there are finitely many of them. A spectrum will be a function `E : ι → ℝ`, which assigns a real energy $E_i$ to each label $i$. Two labels may carry the same energy, so a degenerate level is simply listed several times.

```lean
/-- The partition function of the levels `E` at inverse temperature `b`. -/
def partitionFunction (E : ι → ℝ) (b : ℝ) : ℝ := ∑ i, Real.exp (-(b * E i))
```

This is the partition function $Z(b)=\sum_i e^{-bE_i}$. The inverse temperature `b` is any real number: zero stands for infinite temperature, and negative values, which describe population inversion, are allowed.

```lean
/-- The Gibbs weight of level `i` at inverse temperature `b`. -/
def gibbs (E : ι → ℝ) (b : ℝ) (i : ι) : ℝ :=
  Real.exp (-(b * E i)) / partitionFunction E b
```

The Gibbs weight of level $i$ is $p_i(b)=e^{-bE_i}/Z(b)$. In Lean, `gibbs E b` without a label is the whole list of weights, and `gibbs E b i` is one entry.

```lean
/-- The mean energy of the levels `E` with occupation weights `q`. -/
def meanEnergy (E q : ι → ℝ) : ℝ := ∑ i, q i * E i
```

For any weights $q_i$ the mean energy is $U(q)=\sum_i q_iE_i$. The definition does not require $q$ to be a probability distribution; the theorems add that condition where they need it.

```lean
/-- The entropy of the weights `q`, in units of the Boltzmann constant. -/
def entropy (q : ι → ℝ) : ℝ := -∑ i, q i * Real.log (q i)
```

The entropy is $S(q)=-\sum_i q_i\ln q_i$. An empty level contributes zero, in line with the usual convention $0\ln 0=0$: in Lean `Real.log 0` is some real number, and its product with the weight $q_i=0$ is zero.

```lean
/-- The mean energy in thermal equilibrium at inverse temperature `b`. -/
def thermalEnergy (E : ι → ℝ) (b : ℝ) : ℝ := meanEnergy E (gibbs E b)
```

This is $U(b)$, the mean energy evaluated on the Gibbs weights. The $U_1$ and $U_2$ above are `thermalEnergy E b₁` and `thermalEnergy E b₂`.

```lean
/-- The entropy in thermal equilibrium at inverse temperature `b`. -/
def thermalEntropy (E : ι → ℝ) (b : ℝ) : ℝ := entropy (gibbs E b)
```

In the same way $S(b)$ is the entropy of the Gibbs weights, with $S_1$ and $S_2$ its values at $b_1$ and $b_2$. The same `E` is used at both temperatures, so the levels do not shift and no work is done on the system.

## Gibbs weights and their logarithms

```lean
variable [Nonempty ι]

/-- The Gibbs weights are positive and sum to one. -/
theorem gibbs_distribution (E : ι → ℝ) (b : ℝ) :
    (∀ i, 0 < gibbs E b i) ∧ ∑ i, gibbs E b i = 1 := by
  have hZ : 0 < partitionFunction E b :=
    Finset.sum_pos (fun i _ => Real.exp_pos _) Finset.univ_nonempty
  refine ⟨fun i => div_pos (Real.exp_pos _) hZ, ?_⟩
  unfold gibbs
  rw [← Finset.sum_div]
  exact div_self hZ.ne'
```

From here on there is at least one level, which is what `Nonempty ι` says. A Lean theorem gives its name, then its data and hypotheses, then after the colon its statement, and after `:= by` its proof.

The statement is that $p_i(b)>0$ for every $i$ and that $\sum_i p_i(b)=1$. Each exponential is positive, so $Z(b)$, a sum of at least one of them, is positive too; this is the step named `hZ`. A quotient of positive numbers is positive, and

$$\sum_i \frac{e^{-bE_i}}{Z(b)}=\frac{Z(b)}{Z(b)}=1.$$

```lean
/-- The logarithm of a Gibbs weight is minus `b` times the energy of its level, minus `ln Z`. -/
theorem log_gibbs (E : ι → ℝ) (b : ℝ) (i : ι) :
    Real.log (gibbs E b i) = -(b * E i) - Real.log (partitionFunction E b) := by
  have hZ : 0 < partitionFunction E b :=
    Finset.sum_pos (fun i _ => Real.exp_pos _) Finset.univ_nonempty
  unfold gibbs
  rw [Real.log_div (Real.exp_pos _).ne' hZ.ne', Real.log_exp]
```

Taking the logarithm of the quotient gives

$$\ln p_i(b)=-bE_i-\ln Z(b).$$

The proof splits the logarithm with `Real.log_div` and cancels it against the exponential with `Real.log_exp`. This formula is where the Gibbs form of the weights enters the argument.

## An inequality for a single weight

```lean
omit [Fintype ι] [Nonempty ι] in
/-- For two different weights `x ≥ 0` and `y > 0`, the quantity `x (ln y - ln x)` lies
strictly below `y - x`. -/
theorem weight_log_lt {x y : ℝ} (hx : 0 ≤ x) (hy : 0 < y) (hne : x ≠ y) :
    x * (Real.log y - Real.log x) < y - x := by
  rcases hx.eq_or_lt with h | h
  · rw [← h]
    simpa using hy
  · have hr : y / x ≠ 1 := fun e => hne ((div_eq_one_iff_eq h.ne').1 e).symm
    have hlog := Real.log_lt_sub_one_of_pos (div_pos hy h) hr
    rw [Real.log_div hy.ne' h.ne'] at hlog
    calc x * (Real.log y - Real.log x) < x * (y / x - 1) :=
          mul_lt_mul_of_pos_left hlog h
      _ = y - x := by field_simp
```

For numbers $x\ge 0$ and $y>0$ with $x\ne y$, the claim is

$$x(\ln y-\ln x)<y-x.$$

If $x=0$, the left side is $0$ and the right side is $y>0$. If $x>0$, put $r=y/x$, which is positive and different from $1$. The graph of the logarithm lies strictly below its tangent at $1$ everywhere else, so $\ln r<r-1$. Multiplying by $x$ gives

$$x(\ln y-\ln x)<x\left(\frac yx-1\right)=y-x.$$

The command `rcases` makes the two cases, `hlog` is the tangent inequality, and the `calc` block is the last display.

## Gibbs weights maximise $S-bU$

```lean
/-- For normalised weights `q`, entropy minus `b` times mean energy equals `ln Z` plus
a sum that compares `q` with the Gibbs weights. -/
theorem entropy_sub_energy (E : ι → ℝ) (b : ℝ) (q : ι → ℝ) (hq : ∑ i, q i = 1) :
    entropy q - b * meanEnergy E q = Real.log (partitionFunction E b)
      + ∑ i, q i * (Real.log (gibbs E b i) - Real.log (q i)) := by
  have h : ∑ i, q i * (Real.log (gibbs E b i) - Real.log (q i))
      = (-b) * ∑ i, q i * E i - Real.log (partitionFunction E b) * ∑ i, q i
        - ∑ i, q i * Real.log (q i) := by
    rw [Finset.mul_sum, Finset.mul_sum, ← Finset.sum_sub_distrib,
      ← Finset.sum_sub_distrib]
    refine Finset.sum_congr rfl fun i _ => ?_
    rw [log_gibbs]
    ring
  rw [h, hq]
  unfold entropy meanEnergy
  ring
```

For weights with $\sum_i q_i=1$ the statement reads

$$S(q)-bU(q)=\ln Z(b)+\sum_i q_i\bigl(\ln p_i(b)-\ln q_i\bigr).$$

To derive it, solve the formula for $\ln p_i$ for the energy term, $-bE_i=\ln p_i(b)+\ln Z(b)$, and insert this:

$$S(q)-bU(q)=\sum_i q_i\bigl(-\ln q_i-bE_i\bigr)=\sum_i q_i\bigl(\ln p_i(b)-\ln q_i\bigr)+\ln Z(b)\sum_i q_i .$$

The last sum is $1$. Lean runs the same computation from the other end: the step `h` expands the comparison sum into three separate sums, `hq` replaces $\sum_i q_i$ by $1$, and `ring` settles the remaining algebra.

```lean
/-- Gibbs variational principle: any other probability distribution has a strictly smaller
value of entropy minus `b` times mean energy than the Gibbs weights at `b`. -/
theorem gibbs_variational (E : ι → ℝ) (b : ℝ) (q : ι → ℝ) (hpos : ∀ i, 0 ≤ q i)
    (hq : ∑ i, q i = 1) (hne : q ≠ gibbs E b) :
    entropy q - b * meanEnergy E q < thermalEntropy E b - b * thermalEnergy E b := by
  obtain ⟨hg, hg1⟩ := gibbs_distribution E b
  obtain ⟨k, hk⟩ := Function.ne_iff.1 hne
  -- sum the inequality for single weights; level `k` makes it strict
  have hlt : ∑ i, q i * (Real.log (gibbs E b i) - Real.log (q i))
      < ∑ i, (gibbs E b i - q i) := by
    refine Finset.sum_lt_sum (fun i _ => ?_)
      ⟨k, Finset.mem_univ k, weight_log_lt (hpos k) (hg k) hk⟩
    by_cases h : q i = gibbs E b i
    · rw [h]
      simp
    · exact (weight_log_lt (hpos i) (hg i) h).le
  rw [Finset.sum_sub_distrib, hg1, hq, sub_self] at hlt
  -- for the Gibbs weights themselves the comparison sum vanishes
  have hG : thermalEntropy E b - b * thermalEnergy E b
      = Real.log (partitionFunction E b) := by
    unfold thermalEntropy thermalEnergy
    rw [entropy_sub_energy E b _ hg1]
    simp
  rw [hG, entropy_sub_energy E b q hq]
  linarith
```

Let $q$ be a probability distribution on the levels that differs from the Gibbs weights at $b$. Then

$$S(q)-bU(q)<S(b)-bU(b).$$

For $b>0$ this says that the Gibbs weights alone minimise the free energy $U-S/b$. The competitors are occupations of the given levels; density matrices with coherences between levels are not among them.

The inequality for a single weight, with $x=q_i$ and $y=p_i(b)$, gives

$$q_i\bigl(\ln p_i(b)-\ln q_i\bigr)\le p_i(b)-q_i$$

for every $i$, with equality where the two weights agree. Since $q$ is not the Gibbs distribution, they disagree at some level $k$, and there the inequality is strict. Summing over the levels,

$$\sum_i q_i\bigl(\ln p_i(b)-\ln q_i\bigr)<\sum_i p_i(b)-\sum_i q_i=1-1=0 .$$

By the previous identity, $S(q)-bU(q)<\ln Z(b)$. For $q=p(b)$ the comparison sum vanishes term by term, so $S(b)-bU(b)=\ln Z(b)$, and the claim follows.

In the code, `hlt` is the summed inequality and `hG` is the value $\ln Z(b)$ for the Gibbs weights. The closing `linarith` derives an inequality from those already available by linear arithmetic.

## Each equilibrium state as a trial state for the other

```lean
/-- Clausius sandwich: between any two inverse temperatures, the entropy change lies between
the energy change times the final and times the initial inverse temperature. -/
theorem clausius_sandwich (E : ι → ℝ) (b₁ b₂ : ℝ) :
    b₂ * (thermalEnergy E b₂ - thermalEnergy E b₁)
        ≤ thermalEntropy E b₂ - thermalEntropy E b₁ ∧
      thermalEntropy E b₂ - thermalEntropy E b₁
        ≤ b₁ * (thermalEnergy E b₂ - thermalEnergy E b₁) := by
  -- the equilibrium state at `c` serves as trial state at `b`
  have key : ∀ b c : ℝ, thermalEntropy E c - b * thermalEnergy E c
      ≤ thermalEntropy E b - b * thermalEnergy E b := by
    intro b c
    obtain ⟨hg, hg1⟩ := gibbs_distribution E c
    by_cases h : gibbs E c = gibbs E b
    · unfold thermalEntropy thermalEnergy
      rw [h]
    · exact (gibbs_variational E b _ (fun i => (hg i).le) hg1 h).le
  have h₁ := key b₁ b₂
  have h₂ := key b₂ b₁
  constructor <;> linarith
```

The symbol `∧` means "and", so the theorem states both bounds at once, for arbitrary real $b_1$ and $b_2$ in either order.

The Gibbs state at $c$ is a permissible trial state at $b$. The variational principle therefore gives, for all $b$ and $c$,

$$S(c)-bU(c)\le S(b)-bU(b).$$

This is `key`. Its proof treats separately the case in which the two lists of weights coincide, because the variational principle was stated for a different distribution; in that case the two sides are equal. Now use it twice:

- With $b=b_1$ and $c=b_2$, it reads $S_2-b_1U_2\le S_1-b_1U_1$, which rearranges to $S_2-S_1\le b_1(U_2-U_1)$.
- With $b=b_2$ and $c=b_1$, it reads $S_1-b_2U_1\le S_2-b_2U_2$, which rearranges to $b_2(U_2-U_1)\le S_2-S_1$.

These are `h₁` and `h₂`, and `linarith` does the rearranging.

The smallest system has one level. Its only weight is $1$ at every temperature, so both changes vanish and the bounds read $0\le 0\le 0$. With two levels at energies $0$ and $1$, take $b_1=0$ and $b_2=\ln 3$. The weights go from $(\tfrac12,\tfrac12)$ to $(\tfrac34,\tfrac14)$, the energy changes by $-\tfrac14$, and the bounds become approximately $-0.275\le-0.131\le 0$.

For energies obtained by diagonalising a finite Hamiltonian matrix, the bounds offer a consistency check on thermal energies and entropies computed at two temperatures, provided that the same levels are used at both. The levels meant here are those of the whole system, carrying Gibbs weights that sum to one, not one-electron levels filled with Fermi–Dirac occupations.

```lean
/-- Both Clausius bounds are strict exactly when the two temperatures differ and the spectrum
has two different energies. -/
theorem clausius_strict_iff (E : ι → ℝ) (b₁ b₂ : ℝ) :
    (b₂ * (thermalEnergy E b₂ - thermalEnergy E b₁)
        < thermalEntropy E b₂ - thermalEntropy E b₁ ∧
      thermalEntropy E b₂ - thermalEntropy E b₁
        < b₁ * (thermalEnergy E b₂ - thermalEnergy E b₁)) ↔
      b₁ ≠ b₂ ∧ ∃ i j, E i ≠ E j := by
  constructor
  · rintro ⟨h₁, h₂⟩
    have h := h₁.trans h₂
    refine ⟨fun e => by rw [e] at h; exact lt_irrefl _ h, ?_⟩
    by_contra hc
    -- on a flat spectrum the mean energy is the same at every temperature
    obtain ⟨k⟩ := ‹Nonempty ι›
    have hflat : ∀ i, E i = E k := fun i => by_contra fun h' => hc ⟨i, k, h'⟩
    have hU : ∀ b, thermalEnergy E b = E k := by
      intro b
      calc thermalEnergy E b = ∑ i, gibbs E b i * E k :=
            Finset.sum_congr rfl fun i _ => congrArg (gibbs E b i * ·) (hflat i)
        _ = E k := by
            have : Nonempty ι := ⟨k⟩
            rw [← Finset.sum_mul, (gibbs_distribution E b).2, one_mul]
    rw [hU b₁, hU b₂] at h
    simp at h
  · rintro ⟨hb, i, j, hij⟩
    -- equal Gibbs weights would force equal temperatures or equal levels
    have hne : gibbs E b₁ ≠ gibbs E b₂ := by
      intro h
      have hi := congrArg Real.log (congrFun h i)
      have hj := congrArg Real.log (congrFun h j)
      rw [log_gibbs, log_gibbs] at hi hj
      have h0 : (b₁ - b₂) * (E i - E j) = 0 := by linarith
      exact mul_ne_zero (sub_ne_zero.2 hb) (sub_ne_zero.2 hij) h0
    obtain ⟨p₁, s₁⟩ := gibbs_distribution E b₁
    obtain ⟨p₂, s₂⟩ := gibbs_distribution E b₂
    have h₁ := gibbs_variational E b₁ _ (fun i => (p₂ i).le) s₂ hne.symm
    have h₂ := gibbs_variational E b₂ _ (fun i => (p₁ i).le) s₁ hne
    unfold thermalEntropy thermalEnergy at *
    constructor <;> linarith
```

The sign `↔` means "if and only if". Both bounds are strict exactly when $b_1\ne b_2$ and some two levels have different energies.

Suppose first that both are strict. Chaining them gives $b_2(U_2-U_1)<b_1(U_2-U_1)$, which is impossible for $b_1=b_2$. If all energies were equal to one value $E_k$, the mean energy would be

$$U(b)=\sum_i p_i(b)\,E_k=E_k$$

at every temperature, and the chain would read $0<0$. Lean records this constant mean energy as `hU`.

Conversely, let $b_1\ne b_2$ and $E_i\ne E_j$. If the Gibbs weights at the two temperatures were the same, their logarithms would agree at $i$ and at $j$:

$$-b_1E_i-\ln Z(b_1)=-b_2E_i-\ln Z(b_2),\qquad -b_1E_j-\ln Z(b_1)=-b_2E_j-\ln Z(b_2).$$

Subtracting removes the partition functions and leaves $(b_1-b_2)(E_i-E_j)=0$, although neither factor is zero. So the weights differ, which is `hne`, and the variational principle is strict in both of its uses above.

## Cooling at nonnegative inverse temperature

```lean
/-- At nonnegative inverse temperature, cooling never raises the equilibrium entropy. -/
theorem entropy_le_of_cooling (E : ι → ℝ) {b₁ b₂ : ℝ} (h0 : 0 ≤ b₁) (h : b₁ ≤ b₂) :
    thermalEntropy E b₂ ≤ thermalEntropy E b₁ := by
  rcases h.eq_or_lt with e | hlt
  · rw [e]
  · obtain ⟨hl, hu⟩ := clausius_sandwich E b₁ b₂
    -- the two bounds together show that the mean energy does not rise
    have hU : thermalEnergy E b₂ - thermalEnergy E b₁ ≤ 0 := by
      by_contra hc
      have hp := mul_pos (sub_pos.2 hlt) (not_le.1 hc)
      linarith
    have hm := mul_nonpos_of_nonneg_of_nonpos h0 hU
    linarith

end

end ClausiusSandwich
```

If $0\le b_1\le b_2$, then $S_2\le S_1$. For $b_1=b_2$ there is nothing to show. For $b_1<b_2$, the outer members of the sandwich give

$$(b_2-b_1)(U_2-U_1)\le 0,$$

so $U_2-U_1\le 0$, which is `hU`. The upper bound then yields $S_2-S_1\le b_1(U_2-U_1)\le 0$, where the last step uses $b_1\ge 0$.

Without that sign condition the conclusion can fail. Take the two levels $0$ and $1$ again, now with $b_1=-\ln 3$ and $b_2=0$. The weights go from the inverted population $(\tfrac14,\tfrac34)$ to $(\tfrac12,\tfrac12)$, and the entropy rises from about $0.562$ to $\ln 2\approx 0.693$ although $b$ has increased.

```lean
#print axioms ClausiusSandwich.clausius_sandwich
#print axioms ClausiusSandwich.clausius_strict_iff
#print axioms ClausiusSandwich.entropy_le_of_cooling
```

```
'ClausiusSandwich.clausius_sandwich' depends on axioms: [propext, Classical.choice, Quot.sound]
'ClausiusSandwich.clausius_strict_iff' depends on axioms: [propext, Classical.choice, Quot.sound]
'ClausiusSandwich.entropy_le_of_cooling' depends on axioms: [propext, Classical.choice, Quot.sound]
```
